# For a two-level system, the slope of the entropy is the Gibbs inverse temperature, negative above half occupation of the upper level

## From populations to a temperature

To assign a temperature to two levels whose populations are known, one divides the lower population by the upper, takes the logarithm and divides by the level spacing. The number obtained is the inverse temperature at which the Gibbs weights reproduce the populations. It is also the derivative of the entropy with respect to the mean energy, and it is negative when the upper level holds the larger share.

Let the energies be \(0\) and \(D\), and let the mean energy \(U\) satisfy \(0<U<D\). If the upper level has occupation \(p\), the mean energy is \(pD\), so \(p=U/D\) and the lower level has occupation \(1-p\). In units of Boltzmann's constant \(k_B\), the entropy is
\[
S(U)=-(1-p)\ln(1-p)-p\ln p .
\]
The inverse temperature read off from the populations is
\[
b=\frac1D\ln\frac{1-p}{p},
\]
which stands for \(1/(k_BT)\), with \(T\) the temperature.

This applies to a spin-1/2 in a static field or to a pumped pair of levels, as long as the two levels are non-degenerate, hold the whole population and are described by their populations alone.

## The slope of the entropy

Since \(0<U<D\), both \(p\) and \(1-p\) are positive and the logarithms may be differentiated. With \(dp/dU=1/D\), the two terms of the entropy give
\[
\frac{d}{dU}\bigl[-(1-p)\ln(1-p)\bigr]=\frac{\ln(1-p)+1}{D},
\qquad
\frac{d}{dU}\bigl[-p\ln p\bigr]=-\frac{\ln p+1}{D}.
\]
The constants \(\pm1/D\) cancel in the sum, so
\[
\frac{dS}{dU}=\frac{\ln(1-p)-\ln p}{D}=b .
\]

## The Gibbs weights at this slope

The definition of \(b\) gives the Boltzmann factor of the upper level,
\[
e^{-bD}=\frac{p}{1-p}=\frac{U}{D-U}.
\]
The lower level has Boltzmann factor \(1\), so the partition function is
\[
Z=1+\frac{U}{D-U}=\frac{D}{D-U}.
\]
Dividing each factor by \(Z\) gives the weights
\[
\frac1Z=\frac{D-U}{D}=1-p,
\qquad
\frac{e^{-bD}}{Z}=\frac UD=p .
\]

No other inverse temperature gives the same mean energy. Suppose that \(b'\) does, and write \(x=e^{-b'D}\). Then \(Dx/(1+x)=U\), hence \(x(D-U)=U\) and \(x=U/(D-U)=e^{-bD}\). The exponential is injective and \(D\neq0\), so \(b'=b\).

The entropy and the partition function are linked by a Legendre relation. Since \(\ln Z=-\ln(1-p)\) and \(bU=p\ln(1-p)-p\ln p\),
\[
\ln Z+bU=-(1-p)\ln(1-p)-p\ln p=S(U).
\]

## The change of sign at half occupation

Write \(r=(1-p)/p\), which is positive. Because \(D>0\), \(b<0\) holds exactly when \(\ln r<0\), that is, when \(r<1\). This means \(1-p<p\), or \(p>1/2\).

The passage through zero is smooth. The quotient rule gives \(dr/dU=-1/(Dp^2)\), so
\[
\frac{db}{dU}=\frac{1}{D\,r}\frac{dr}{dU}=-\frac{1}{D^2p(1-p)}=-\frac{1}{U(D-U)} .
\]
As \(U\) rises through the window, \(b\) falls steadily. It tends to \(+\infty\) as \(U\to0^+\), vanishes at \(U=D/2\), where \(S=\ln2\), and tends to \(-\infty\) as \(U\to D^-\).

## The statement in Lean

The main theorem, `two_level_temperature`, takes real numbers `D` and `U` with `0 < U` and `U < D`; together these make the spacing positive. Its conclusion has three parts:

- `HasDerivAt (entropy D) (invTemp D U) U` says that, at fixed \(D\), the entropy as a function of mean energy has derivative \(b\) at \(U\).
- `gibbs D (invTemp D U) = ![1 - U / D, U / D]` gives the normalised weights, lower level first.
- `invTemp D U < 0 ↔ 1 / 2 < U / D` is the sign criterion.

The spectrum `level D` is a function on `Fin 2`, with index 0 for energy \(0\) and index 1 for energy \(D\). The definitions `partitionFunction`, `gibbs` and `meanEnergy` are the usual canonical sums, for an inverse temperature of either sign. `entropy` and `invTemp` are separate explicit formulas, so the derivative relation between them is a theorem and not a definition.

The entropy formula itself is taken as given; it is not derived from counting states or from a maximisation. The model has no degeneracy, no coherence between the levels and no interaction with other systems. Energies are measured from the lower level.

## What goes wrong at the edge of the window

Suppose that `U < D` is dropped and take \(U=D=1\), so that \(p=1\). The weights would have to be \((0,1)\), but at every finite \(b\) the lower weight \(1/(1+e^{-b})\) is positive. In Lean, where `log 0` is 0, `invTemp 1 1` equals 0 and the Gibbs weights there are \((1/2,1/2)\), so the second part of the theorem is false. The third part fails too, since \(p>1/2\) while `invTemp 1 1` is not negative.

## The complete file

```lean
import Mathlib

open Real

namespace TwoLevelTemperature

noncomputable section

/-- The energies of the two levels: 0 and `D`. -/
def level (D : ℝ) : Fin 2 → ℝ := ![0, D]

/-- The canonical partition function at inverse temperature `b`, which may have either sign. -/
def partitionFunction (D b : ℝ) : ℝ := ∑ i, exp (-(b * level D i))

/-- The Gibbs weight of each level at inverse temperature `b`. -/
def gibbs (D b : ℝ) (i : Fin 2) : ℝ := exp (-(b * level D i)) / partitionFunction D b

/-- The canonical mean energy at inverse temperature `b`. -/
def meanEnergy (D b : ℝ) : ℝ := ∑ i, gibbs D b i * level D i

/-- The entropy, in units of Boltzmann's constant, at mean energy `U`, where the upper level
has occupation `U / D`; the domain is `0 ≤ U ≤ D` with `D > 0`. -/
def entropy (D U : ℝ) : ℝ :=
  -((1 - U / D) * log (1 - U / D)) - U / D * log (U / D)

/-- The logarithm of the ratio of lower to upper occupation, divided by the level spacing;
the domain is `0 < U < D`. -/
def invTemp (D U : ℝ) : ℝ := log ((1 - U / D) / (U / D)) / D

/-- For a mean energy strictly between the levels, both occupations are positive. -/
theorem occupations_pos {D U : ℝ} (hU : 0 < U) (hUD : U < D) :
    0 < U / D ∧ 0 < 1 - U / D := by
  have hD : 0 < D := hU.trans hUD
  exact ⟨div_pos hU hD, sub_pos.mpr ((div_lt_one hD).mpr hUD)⟩

/-- For `0 < U < D`, the derivative of the entropy with respect to the mean energy
is `invTemp D U`. -/
theorem hasDerivAt_entropy {D U : ℝ} (hU : 0 < U) (hUD : U < D) :
    HasDerivAt (entropy D) (invTemp D U) U := by
  obtain ⟨hp0, hq0⟩ := occupations_pos hU hUD
  have hp : HasDerivAt (fun u : ℝ => u / D) (1 / D) U := (hasDerivAt_id U).div_const D
  have hq : HasDerivAt (fun u : ℝ => 1 - u / D) (-(1 / D)) U := hp.const_sub 1
  have h := ((hq.fun_mul (hq.log hq0.ne')).fun_neg).fun_sub (hp.fun_mul (hp.log hp0.ne'))
  refine h.congr_deriv ?_
  -- the terms from differentiating the logarithms cancel each other
  have key : ∀ x y : ℝ, x ≠ 0 → x * (y / x) = y := fun x y hx => by field_simp
  have e1 := key (1 - U / D) (-(1 / D)) hq0.ne'
  have e2 := key (U / D) (1 / D) hp0.ne'
  unfold invTemp
  rw [log_div hq0.ne' hp0.ne']
  linear_combination -e1 - e2

/-- For `0 < U < D`, the Boltzmann factor of the upper level at `invTemp D U`
is `U / (D - U)`. -/
theorem boltzmann_factor {D U : ℝ} (hU : 0 < U) (hUD : U < D) :
    exp (-(invTemp D U * D)) = U / (D - U) := by
  have hD : 0 < D := hU.trans hUD
  have hG : 0 < D - U := sub_pos.mpr hUD
  have harg : (1 - U / D) / (U / D) = (U / (D - U))⁻¹ := by
    rw [inv_div]
    field_simp
  unfold invTemp
  rw [harg, log_inv, div_mul_cancel₀ _ hD.ne', neg_neg, exp_log (div_pos hU hG)]

/-- For `0 < U < D`, the partition function at `invTemp D U` is `D / (D - U)`. -/
theorem partitionFunction_invTemp {D U : ℝ} (hU : 0 < U) (hUD : U < D) :
    partitionFunction D (invTemp D U) = D / (D - U) := by
  have hG : D - U ≠ 0 := (sub_pos.mpr hUD).ne'
  have hZ : partitionFunction D (invTemp D U) = 1 + exp (-(invTemp D U * D)) := by
    simp [partitionFunction, level, Fin.sum_univ_two]
  rw [hZ, boltzmann_factor hU hUD, eq_div_iff hG, add_mul, div_mul_cancel₀ _ hG]
  ring

/-- For `0 < U < D`, the Gibbs weights at `invTemp D U` are `1 - U / D` for the lower level
and `U / D` for the upper one. -/
theorem gibbs_invTemp {D U : ℝ} (hU : 0 < U) (hUD : U < D) :
    gibbs D (invTemp D U) = ![1 - U / D, U / D] := by
  have hD : D ≠ 0 := (hU.trans hUD).ne'
  have hG : D - U ≠ 0 := (sub_pos.mpr hUD).ne'
  ext i
  fin_cases i
  · show exp (-(invTemp D U * 0)) / partitionFunction D (invTemp D U) = 1 - U / D
    rw [partitionFunction_invTemp hU hUD, mul_zero, neg_zero, exp_zero]
    field_simp
  · show exp (-(invTemp D U * D)) / partitionFunction D (invTemp D U) = U / D
    rw [partitionFunction_invTemp hU hUD, boltzmann_factor hU hUD]
    field_simp

/-- For `0 < U < D`, the canonical mean energy equals `U` at the inverse temperature
`invTemp D U` and at no other. -/
theorem meanEnergy_eq_iff {D U : ℝ} (hU : 0 < U) (hUD : U < D) (b : ℝ) :
    meanEnergy D b = U ↔ b = invTemp D U := by
  have hD : D ≠ 0 := (hU.trans hUD).ne'
  have hG : D - U ≠ 0 := (sub_pos.mpr hUD).ne'
  constructor
  · intro h
    have hE : exp (-(b * D)) / (1 + exp (-(b * D))) * D = U := by
      simpa [meanEnergy, gibbs, partitionFunction, level, Fin.sum_univ_two] using h
    have hpos : 0 < 1 + exp (-(b * D)) := by positivity
    rw [div_mul_eq_mul_div, div_eq_iff hpos.ne'] at hE
    -- the mean energy fixes the Boltzmann factor, and that fixes b
    have hB : exp (-(b * D)) = exp (-(invTemp D U * D)) := by
      rw [boltzmann_factor hU hUD, eq_div_iff hG]
      linear_combination hE
    exact mul_right_cancel₀ hD (neg_inj.mp (exp_injective hB))
  · rintro rfl
    unfold meanEnergy
    rw [gibbs_invTemp hU hUD, Fin.sum_univ_two]
    show (1 - U / D) * 0 + U / D * D = U
    rw [mul_zero, zero_add, div_mul_cancel₀ _ hD]

/-- For `0 < U < D`, the entropy is the logarithm of the partition function plus
inverse temperature times mean energy. -/
theorem entropy_eq_log_partitionFunction {D U : ℝ} (hU : 0 < U) (hUD : U < D) :
    entropy D U = log (partitionFunction D (invTemp D U)) + invTemp D U * U := by
  obtain ⟨hp0, hq0⟩ := occupations_pos hU hUD
  have hD : D ≠ 0 := (hU.trans hUD).ne'
  have hx : 1 - U / D = (D - U) / D := by rw [sub_div, div_self hD]
  have hZ : D / (D - U) = (1 - U / D)⁻¹ := by rw [hx, inv_div]
  rw [partitionFunction_invTemp hU hUD, hZ, log_inv]
  unfold entropy invTemp
  rw [log_div hq0.ne' hp0.ne']
  ring

/-- For `0 < U < D`, the inverse temperature changes with the mean energy at the rate
`-1 / (U (D - U))`. -/
theorem hasDerivAt_invTemp {D U : ℝ} (hU : 0 < U) (hUD : U < D) :
    HasDerivAt (invTemp D) (-(1 / (U * (D - U)))) U := by
  obtain ⟨hp0, hq0⟩ := occupations_pos hU hUD
  have hD : D ≠ 0 := (hU.trans hUD).ne'
  have hG : D - U ≠ 0 := (sub_pos.mpr hUD).ne'
  have hp : HasDerivAt (fun u : ℝ => u / D) (1 / D) U := (hasDerivAt_id U).div_const D
  have hq : HasDerivAt (fun u : ℝ => 1 - u / D) (-(1 / D)) U := hp.const_sub 1
  have h := ((hq.fun_div hp hp0.ne').log (div_pos hq0 hp0).ne').div_const D
  refine h.congr_deriv ?_
  have hn : -(1 / D) * (U / D) - (1 - U / D) * (1 / D) = -(1 / D) := by ring
  have hx : 1 - U / D = (D - U) / D := by rw [sub_div, div_self hD]
  rw [hn, hx]
  field_simp

/-- For levels 0 and `D` and mean energy `0 < U < D`, the entropy has derivative
`b = invTemp D U`, the Gibbs weights at `b` are `1 - U / D` and `U / D`, and `b` is negative
exactly when the upper level holds more than half of the population. -/
theorem two_level_temperature {D U : ℝ} (hU : 0 < U) (hUD : U < D) :
    HasDerivAt (entropy D) (invTemp D U) U ∧
      gibbs D (invTemp D U) = ![1 - U / D, U / D] ∧
      (invTemp D U < 0 ↔ 1 / 2 < U / D) := by
  refine ⟨hasDerivAt_entropy hU hUD, gibbs_invTemp hU hUD, ?_⟩
  obtain ⟨hp0, hq0⟩ := occupations_pos hU hUD
  -- the logarithm is negative exactly when the occupation ratio is below one
  unfold invTemp
  rw [div_lt_iff₀ (hU.trans hUD), zero_mul, log_neg_iff (div_pos hq0 hp0), div_lt_one hp0]
  constructor <;> intro h <;> linarith

end

end TwoLevelTemperature
```

```lean
#print axioms TwoLevelTemperature.meanEnergy_eq_iff
#print axioms TwoLevelTemperature.entropy_eq_log_partitionFunction
#print axioms TwoLevelTemperature.hasDerivAt_invTemp
#print axioms TwoLevelTemperature.two_level_temperature
```

```
'TwoLevelTemperature.meanEnergy_eq_iff' depends on axioms: [propext, Classical.choice, Quot.sound]
'TwoLevelTemperature.entropy_eq_log_partitionFunction' depends on axioms: [propext, Classical.choice, Quot.sound]
'TwoLevelTemperature.hasDerivAt_invTemp' depends on axioms: [propext, Classical.choice, Quot.sound]
'TwoLevelTemperature.two_level_temperature' depends on axioms: [propext, Classical.choice, Quot.sound]
```

## The proof, lemma by lemma

`occupations_pos` turns the two inequalities on \(U\) into \(p>0\) and \(1-p>0\). The later proofs use this wherever a logarithm is differentiated or split.

`hasDerivAt_entropy` follows the calculation by hand. The facts `hp` and `hq` are the derivatives of \(p\) and \(1-p\), and `h` combines them by the product and chain rules. The step `congr_deriv` leaves the task of showing that the resulting expression equals \(b\). The auxiliary identity `key` simplifies the two terms that come from differentiating the logarithms; these are the constants \(\pm1/D\), and `linear_combination` cancels them.

`boltzmann_factor` writes the occupation ratio as the inverse of \(U/(D-U)\). The logarithm of an inverse supplies a minus sign, the spacing cancels, and the exponential undoes the logarithm. `partitionFunction_invTemp` expands the sum over two levels and inserts this factor. `gibbs_invTemp` then checks the two weights separately, using `fin_cases` to split on the level.

`meanEnergy_eq_iff` proves both directions of the uniqueness claim. Starting from a given mean energy, `hE` is the equation for \(x\) and `hB` its solution; `exp_injective` and cancellation of \(D\) then identify the inverse temperature. The converse inserts the weights already found.

`entropy_eq_log_partitionFunction` rewrites \(Z\) as \((1-p)^{-1}\), splits the logarithm in \(b\), and leaves an algebraic identity to `ring`. `hasDerivAt_invTemp` differentiates \(r\) by the quotient rule and then its logarithm; `hn` simplifies the numerator of the quotient rule to \(-1/D\).

The main theorem takes its first two parts from `hasDerivAt_entropy` and `gibbs_invTemp`. For the third, the rewrites remove the positive divisor \(D\), replace \(\ln r<0\) by \(r<1\), and clear the denominator \(p\). What remains is the equivalence of \(1-p<p\) and \(1/2<p\), which `linarith` proves in each direction.
